# For finitely many canonical pairs in characteristic zero, the only subspaces of polynomials closed under bracketing with every polynomial are zero, the constants and everything

## Which polynomial observables can be discarded consistently?

Suppose I drop every term of degree three or higher from a calculation with polynomials in $q$ and $p$. Then $\{q^3,p\}=3q^2$ causes trouble: dropping $q^3$ before the bracket gives $0$, dropping high terms afterwards gives $3q^2$. To be safe, the discarded observables must form a linear subspace that brackets with arbitrary polynomials never leave.

I believe that, for $n\ge 1$ canonical pairs, the only such subspaces are zero, the constants and the whole polynomial algebra. Can this be made rigorous and machine-checked?

## Differentiate down to a coordinate, then recover every monomial

Yes, over any field $K$ of characteristic zero, such as $\mathbb R$ or $\mathbb C$. Write

$$\{f,g\}=\sum_i\left(\frac{\partial f}{\partial q_i}\frac{\partial g}{\partial p_i}-\frac{\partial f}{\partial p_i}\frac{\partial g}{\partial q_i}\right),$$

and let $L$ be a linear subspace with $\{f,g\}\in L$ for every $f\in L$ and every polynomial $g$.

**Derivatives stay in $L$.** Since $\{f,p_i\}=\partial f/\partial q_i$ and $\{f,q_i\}=-\partial f/\partial p_i$, all first derivatives of a member of $L$ lie in $L$.

**One coordinate gives everything.** If $q_i\in L$, then $\{q_i,F\}=\partial F/\partial p_i\in L$ for every $F$. If $p_i\in L$, then $\{p_i,F\}=-\partial F/\partial q_i\in L$. Either way, there is a coordinate $y$ such that $L$ contains $\partial F/\partial y$ for all $F$. A monomial $M$ in which $y$ has exponent $s$ is such a derivative:

$$M=\frac{\partial}{\partial y}\left(\frac{yM}{s+1}\right).$$

Here $s+1\neq0$ because the characteristic is zero. Sums of multiples of monomials give all polynomials.

**One nonconstant polynomial gives a coordinate.** Let $f\in L$ be nonconstant. If some first derivative is nonconstant, replace $f$ by it. The degree drops, so this stops at an $f$ whose first derivatives are all constant. They are not all zero: if a monomial of $f$ contains a coordinate $x$ to a power $k\ge1$, its coefficient appears in $\partial f/\partial x$ multiplied by $k\ne0$. So one derivative is a constant $c\neq0$, and

$$\frac{\partial f}{\partial q_i}=c\ \Rightarrow\ \{f,p_i^2\}=2c\,p_i,\qquad
\frac{\partial f}{\partial p_i}=c\ \Rightarrow\ \{f,q_i^2\}=-2c\,q_i.$$

Dividing by $\pm2c$ puts a coordinate in $L$, so $L$ is everything.

**Only constants remain.** If $L$ contains only constants and is not zero, it has a member $c\ne0$. Every constant $d=(d/c)\,c$ is then in $L$.

Conversely, zero and the constants have vanishing bracket with every polynomial, and the whole algebra is trivially closed.

### How the Lean statement encodes phase space

The index type `ι` labels the canonical pairs, and `Fintype ι` makes their number finite. Observables are elements of `MvPolynomial (ι ⊕ ι) K`, with `X (Sum.inl i)` for $q_i$ and `X (Sum.inr i)` for $p_i$. The definition `poissonBracket` fixes the sign $\{q_i,p_i\}=1$.

`L : Submodule K ...` is a linear subspace; closure under multiplication is not assumed. `IsBracketClosed L` is the closure condition above, and `constants K ι` is the copy of $K$ inside the polynomials. The theorem `isBracketClosed_iff` says that `L` is bracket-closed exactly when it is `⊥` (zero), `constants K ι` or `⊤` (everything).

This equivalence also holds with no pairs, where the constants are already everything. With at least one pair, `constants_ne_bot_and_ne_top` shows that the constants differ from both extremes. The statement concerns polynomials with the canonical bracket, not smooth functions, infinitely many modes or degenerate brackets.

```lean
import Mathlib

open MvPolynomial

namespace PoissonIdeals

noncomputable section

variable {K ι : Type*} [Field K] [Fintype ι]

/-- The Poisson bracket of two polynomials in the canonical pairs `(q_i, p_i)`;
`Sum.inl i` labels `q_i` and `Sum.inr i` labels `p_i`. -/
def poissonBracket (f g : MvPolynomial (ι ⊕ ι) K) : MvPolynomial (ι ⊕ ι) K :=
  ∑ i, (pderiv (Sum.inl i) f * pderiv (Sum.inr i) g
    - pderiv (Sum.inr i) f * pderiv (Sum.inl i) g)

/-- A subspace of observables is bracket-closed if it contains the bracket of each of its
members with every polynomial. -/
def IsBracketClosed (L : Submodule K (MvPolynomial (ι ⊕ ι) K)) : Prop :=
  ∀ f ∈ L, ∀ g, poissonBracket f g ∈ L

variable (K ι) in
/-- The subspace of constant observables. -/
def constants : Submodule K (MvPolynomial (ι ⊕ ι) K) :=
  LinearMap.range (Algebra.linearMap K (MvPolynomial (ι ⊕ ι) K))

omit [Fintype ι] in
private lemma mem_constants {f : MvPolynomial (ι ⊕ ι) K} :
    f ∈ constants K ι ↔ ∃ c, C c = f := by
  constructor <;> rintro ⟨c, hc⟩ <;> exact ⟨c, hc⟩

private lemma sub_add_single {σ : Type*} (m : σ →₀ ℕ) (x : σ) (h : m x ≠ 0) :
    m - Finsupp.single x 1 + Finsupp.single x 1 = m := by
  classical
  ext j
  rcases eq_or_ne x j with rfl | hj
  · simp only [Finsupp.add_apply, Finsupp.tsub_apply, Finsupp.single_eq_same]
    omega
  · simp [hj]

/-- The coefficients of a partial derivative in terms of those of the polynomial. -/
theorem coeff_pderiv_eq {σ : Type*} (x : σ) (f : MvPolynomial σ K) (m : σ →₀ ℕ) :
    coeff m (pderiv x f) = coeff (m + Finsupp.single x 1) f * ((m x : K) + 1) := by
  classical
  induction f using MvPolynomial.induction_on'
  next u a =>
    rw [pderiv_monomial, coeff_monomial, coeff_monomial]
    by_cases h : u = m + Finsupp.single x 1
    · subst h
      simp
    · rw [if_neg h, zero_mul]
      split_ifs with h2
      · have hu : u x = 0 := by
          by_contra h3
          apply h
          rw [← h2, sub_add_single u x h3]
        rw [hu]
        simp
      · rfl
  next p q hp hq =>
    rw [map_add, coeff_add, coeff_add, hp, hq]
    ring

/-- The Poisson bracket is antisymmetric. -/
theorem bracket_swap (f g : MvPolynomial (ι ⊕ ι) K) :
    poissonBracket f g = -poissonBracket g f := by
  unfold poissonBracket
  rw [← Finset.sum_neg_distrib]
  exact Finset.sum_congr rfl fun i _ => by ring

/-- The Poisson bracket obeys the Leibniz rule in its second argument. -/
theorem bracket_mul (f g h : MvPolynomial (ι ⊕ ι) K) :
    poissonBracket f (g * h) = g * poissonBracket f h + poissonBracket f g * h := by
  unfold poissonBracket
  rw [Finset.mul_sum, Finset.sum_mul, ← Finset.sum_add_distrib]
  refine Finset.sum_congr rfl fun i _ => ?_
  simp only [Derivation.leibniz, smul_eq_mul]
  ring

/-- Bracketing with a position or a momentum differentiates along the conjugate variable:
`{f, q_i} = -∂f/∂p_i` and `{f, p_i} = ∂f/∂q_i`. -/
theorem bracket_coordinate (f : MvPolynomial (ι ⊕ ι) K) (i : ι) :
    poissonBracket f (X (Sum.inl i)) = -pderiv (Sum.inr i) f ∧
    poissonBracket f (X (Sum.inr i)) = pderiv (Sum.inl i) f := by
  constructor
  all_goals
    rw [poissonBracket, Finset.sum_eq_single i]
    · simp [pderiv_X_of_ne]
    · intro j _ hj
      simp [pderiv_X_of_ne, hj.symm]
    · simp

private lemma pderiv_mem {L : Submodule K (MvPolynomial (ι ⊕ ι) K)} (hL : IsBracketClosed L)
    {f : MvPolynomial (ι ⊕ ι) K} (hf : f ∈ L) (x : ι ⊕ ι) : pderiv x f ∈ L := by
  rcases x with i | i
  · rw [← (bracket_coordinate f i).2]
    exact hL f hf _
  · have h := hL f hf (X (Sum.inl i))
    rw [(bracket_coordinate f i).1] at h
    simpa using L.neg_mem h

/-- In characteristic zero, a bracket-closed subspace that contains a single position or momentum
contains every polynomial. -/
theorem eq_top_of_coordinate_mem [CharZero K] {L : Submodule K (MvPolynomial (ι ⊕ ι) K)}
    (hL : IsBracketClosed L) {x : ι ⊕ ι} (hx : X x ∈ L) : L = ⊤ := by
  -- bracketing the coordinate with `F` gives a derivative of `F`, up to sign
  have key : ∃ y : ι ⊕ ι, ∀ F : MvPolynomial (ι ⊕ ι) K, pderiv y F ∈ L := by
    rcases x with i | i
    · refine ⟨Sum.inr i, fun F => ?_⟩
      have h := hL _ hx F
      rw [bracket_swap, (bracket_coordinate F i).1, neg_neg] at h
      exact h
    · refine ⟨Sum.inl i, fun F => ?_⟩
      have h := hL _ hx F
      rw [bracket_swap, (bracket_coordinate F i).2] at h
      simpa using L.neg_mem h
  obtain ⟨y, hy⟩ := key
  rw [eq_top_iff]
  intro F _
  rw [F.as_sum]
  refine L.sum_mem fun s _ => ?_
  -- each monomial is a derivative, since `s y + 1` is invertible
  have hne : (s y : K) + 1 ≠ 0 := Nat.cast_add_one_ne_zero _
  have e : monomial s (coeff s F) = pderiv y
      (monomial (s + Finsupp.single y 1) (coeff s F / ((s y : K) + 1))) := by
    rw [pderiv_monomial, add_tsub_cancel_right]
    congr 1
    rw [Finsupp.add_apply, Finsupp.single_eq_same, Nat.cast_add, Nat.cast_one]
    field_simp
  rw [e]
  exact hy _

/-- In characteristic zero, a bracket-closed subspace that contains a nonconstant polynomial
contains every polynomial. -/
theorem eq_top_of_nonconstant_mem [CharZero K] {L : Submodule K (MvPolynomial (ι ⊕ ι) K)}
    (hL : IsBracketClosed L) {f : MvPolynomial (ι ⊕ ι) K} (hf : f ∈ L)
    (hc : f ∉ constants K ι) : L = ⊤ := by
  classical
  obtain ⟨N, hN⟩ : ∃ N, ∀ m, coeff m f ≠ 0 → ∑ x, m x < N :=
    ⟨f.support.sup (fun m => ∑ x, m x) + 1, fun m hm => Nat.lt_succ_of_le
      (Finset.le_sup (f := fun m : (ι ⊕ ι) →₀ ℕ => ∑ x, m x) (mem_support_iff.mpr hm))⟩
  induction N generalizing f with
  | zero =>
    refine absurd (mem_constants.mpr ⟨0, ?_⟩) hc
    ext m
    by_contra h
    exact Nat.not_lt_zero _ (hN m fun h0 => h (by simp [h0]))
  | succ N ih =>
    by_cases hd : ∃ x, pderiv x f ∉ constants K ι
    · -- a nonconstant derivative has lower degree and still lies in `L`
      obtain ⟨x, hx⟩ := hd
      refine ih (f := pderiv x f) (pderiv_mem hL hf x) hx (fun m hm => ?_)
      rw [coeff_pderiv_eq] at hm
      have h := hN _ (left_ne_zero_of_mul hm)
      have e : ∑ y, (m + Finsupp.single x 1 : (ι ⊕ ι) →₀ ℕ) y = ∑ y, m y + 1 := by
        simp only [Finsupp.add_apply, Finset.sum_add_distrib, Finsupp.single_apply,
          Finset.sum_ite_eq, Finset.mem_univ, if_true]
      omega
    · -- all derivatives are constant, and one of them is nonzero
      have hne : ∃ x, pderiv x f ≠ 0 := by
        by_contra hz
        have hz' : ∀ x, pderiv x f = 0 := fun x => by
          by_contra h
          exact hz ⟨x, h⟩
        refine hc (mem_constants.mpr ⟨coeff 0 f, ?_⟩)
        ext m
        rw [coeff_C]
        split_ifs with h0
        · rw [← h0]
        · obtain ⟨x, hx⟩ : ∃ x, m x ≠ 0 := by
            by_contra h
            apply h0
            ext x
            by_contra h'
            exact h ⟨x, fun e => h' (by simp [e])⟩
          have h := coeff_pderiv_eq x f (m - Finsupp.single x 1)
          rw [hz' x, coeff_zero, sub_add_single m x hx] at h
          exact ((mul_eq_zero.mp h.symm).resolve_right (Nat.cast_add_one_ne_zero _)).symm
      obtain ⟨x, hx⟩ := hne
      obtain ⟨c, hcx⟩ := mem_constants.mp (not_not.mp fun h => hd ⟨x, h⟩)
      have c0 : c ≠ 0 := by
        rintro rfl
        exact hx (by rw [← hcx, map_zero])
      have c2 : 2 * c ≠ 0 := mul_ne_zero two_ne_zero c0
      -- bracket with the square of the conjugate coordinate
      rcases x with i | i
      · apply eq_top_of_coordinate_mem hL (x := Sum.inr i)
        have h := hL f hf (X (Sum.inr i) * X (Sum.inr i))
        rw [bracket_mul, (bracket_coordinate f i).2, ← hcx] at h
        have e : X (Sum.inr i) * C c + C c * X (Sum.inr i)
            = (2 * c) • (X (Sum.inr i) : MvPolynomial (ι ⊕ ι) K) := by
          rw [smul_eq_C_mul, two_mul, map_add]
          ring
        rw [e] at h
        exact (L.smul_mem_iff c2).mp h
      · apply eq_top_of_coordinate_mem hL (x := Sum.inl i)
        have h := hL f hf (X (Sum.inl i) * X (Sum.inl i))
        rw [bracket_mul, (bracket_coordinate f i).1, ← hcx] at h
        have e : X (Sum.inl i) * -C c + -C c * X (Sum.inl i)
            = (-(2 * c)) • (X (Sum.inl i) : MvPolynomial (ι ⊕ ι) K) := by
          rw [smul_eq_C_mul, two_mul, map_neg, map_add]
          ring
        rw [e] at h
        exact (L.smul_mem_iff (neg_ne_zero.mpr c2)).mp h

/-- In characteristic zero, a subspace of the phase-space polynomials is closed under
bracketing with every polynomial exactly when it is zero, the constants, or everything. -/
theorem isBracketClosed_iff [CharZero K] (L : Submodule K (MvPolynomial (ι ⊕ ι) K)) :
    IsBracketClosed L ↔ L = ⊥ ∨ L = constants K ι ∨ L = ⊤ := by
  constructor
  · intro hL
    by_cases h : ∃ f ∈ L, f ∉ constants K ι
    · obtain ⟨f, hf, hc⟩ := h
      exact Or.inr (Or.inr (eq_top_of_nonconstant_mem hL hf hc))
    have hle : L ≤ constants K ι := fun f hf => not_not.mp fun hc => h ⟨f, hf, hc⟩
    by_cases hb : L = ⊥
    · exact Or.inl hb
    -- one nonzero constant spans all constants
    obtain ⟨f, hf, f0⟩ := L.exists_mem_ne_zero_of_ne_bot hb
    obtain ⟨c, rfl⟩ := mem_constants.mp (hle hf)
    have c0 : c ≠ 0 := by
      rintro rfl
      exact f0 (map_zero _)
    refine Or.inr (Or.inl (le_antisymm hle fun g hg => ?_))
    obtain ⟨d, rfl⟩ := mem_constants.mp hg
    have hdc : d / c * c = d := by field_simp
    have h1 := L.smul_mem (d / c) hf
    rwa [smul_eq_C_mul, ← C_mul, hdc] at h1
  · rintro (rfl | rfl | rfl) f hf g
    · rw [Submodule.mem_bot] at hf
      subst hf
      simp [poissonBracket]
    · obtain ⟨c, rfl⟩ := mem_constants.mp hf
      have h0 : poissonBracket (C c) g = 0 := by simp [poissonBracket]
      rw [h0]
      exact Submodule.zero_mem _
    · exact Submodule.mem_top

omit [Fintype ι] in
/-- With at least one canonical pair, the constants are neither the zero subspace nor the
whole polynomial algebra. -/
theorem constants_ne_bot_and_ne_top [Nonempty ι] :
    constants K ι ≠ ⊥ ∧ constants K ι ≠ ⊤ := by
  constructor
  · intro h
    have h1 : (1 : MvPolynomial (ι ⊕ ι) K) ∈ constants K ι :=
      mem_constants.mpr ⟨1, map_one _⟩
    rw [h, Submodule.mem_bot] at h1
    exact one_ne_zero h1
  · intro h
    obtain ⟨i⟩ := ‹Nonempty ι›
    have h1 : (X (Sum.inl i) : MvPolynomial (ι ⊕ ι) K) ∈ constants K ι := by
      rw [h]
      exact Submodule.mem_top
    obtain ⟨c, hc⟩ := mem_constants.mp h1
    have h2 := congrArg (pderiv (Sum.inl i)) hc
    rw [pderiv_C, pderiv_X_self] at h2
    exact zero_ne_one h2

end

end PoissonIdeals
```

```lean
#print axioms PoissonIdeals.isBracketClosed_iff
#print axioms PoissonIdeals.constants_ne_bot_and_ne_top
```

```
'PoissonIdeals.isBracketClosed_iff' depends on axioms: [propext, Classical.choice, Quot.sound]
'PoissonIdeals.constants_ne_bot_and_ne_top' depends on axioms: [propext, Classical.choice, Quot.sound]
```

### How the Lean proof follows the calculation

`bracket_coordinate` computes the brackets with $q_i$ and $p_i$, and `pderiv_mem` concludes that derivatives stay in `L`. In `eq_top_of_coordinate_mem`, `bracket_swap` moves the coordinate into the second slot, which yields the statement `key`: all values of one partial derivative lie in `L`. The equation `e` then writes each monomial as a derivative.

`eq_top_of_nonconstant_mem` carries out the descent. Its induction variable `N` is a strict upper bound on the total degree of every monomial present in `f`. The coefficient formula `coeff_pderiv_eq` is used twice: it shows that differentiation lowers this bound, and that a polynomial with all derivatives zero is constant. When all derivatives are constant, `bracket_mul`, the Leibniz rule, evaluates the bracket with the squared conjugate coordinate, and `L.smul_mem_iff` removes the nonzero factor.

`isBracketClosed_iff` splits on whether `L` has a nonconstant member, treats the constants by scaling, and checks the three converse cases. For distinctness, $1$ is a nonzero constant, while $q_i$ has derivative $1$ and so is not constant.

### Positive characteristic and truncated brackets

In characteristic $r>0$ the classification fails already for one pair. Since $\partial q^r/\partial q=r\,q^{r-1}=0$, the polynomial $q^r$ has zero bracket with everything. The line $Kq^r$ is therefore closed, yet it is none of the three subspaces.

In a program that truncates polynomials, the useful count is that homogeneous polynomials of degrees $a$ and $b$ have a bracket of degree $a+b-2$, or zero. For an expansion about an equilibrium, with no constant or linear terms in any polynomial used, terms above a cutoff never feed back below it. A linear term, such as one produced by shifting the origin, lowers the degree by one and breaks this. The theorem says that, if all polynomials are admitted, no other choice of discarded subspace repairs the truncation, apart from discarding nothing, only constants or everything.

The result also bears on quantisation, restricted to polynomials in finitely many pairs: the kernel of a linear map that turns all Poisson brackets into commutators, up to a fixed nonzero factor, is bracket-closed, so such a map is injective if it does not send $1$ to zero. Whether such a map exists is a separate question.
